# Particle-hole exchange of a real two-body Hamiltonian whose filled-level potential is uniform

In exact diagonalisation of spin-polarised electrons in a partly filled Landau level with $M$ orbitals on a torus, the spectrum found for $n$ electrons is carried over to $M-n$ electrons by adding a constant. One run then serves two fillings, such as 1/3 and 2/3. The step rests on an operator identity for

$$H=\tfrac12\sum_{ijkl}V_{ijkl}\,c_i^\dagger c_j^\dagger c_k c_l ,$$

where $c_i$ annihilates an electron in orbital $i$. If the filled level acts on each electron as the same constant potential $u$, exchanging every $c_i$ with $c_i^\dagger$ turns $H$ into $H+u(M/2-N)$, with $N$ the particle number. The matrix elements are real and the orbitals finite in number.

The Hamiltonian describes electrons projected onto a single level. That projection is an approximation, whereas the identity is exact for $H$: mixing with other levels generates further terms, such as three-body ones, that $H$ lacks.

```lean
import Mathlib

open Matrix

namespace ParticleHoleLandauLevel

noncomputable section
```

## The anticommutation relations and their symmetry

The Kronecker delta $\delta_{ij}$ is real-valued and is called `kron`.

```lean
/-- The Kronecker delta of two orbital labels, as a real number. -/
def kron {ι : Type*} [DecidableEq ι] (i j : ι) : ℝ := if i = j then 1 else 0
```

The operators obey $\{c_i,c_j\}=0$, $\{c_i^\dagger,c_j^\dagger\}=0$ and $\{c_i,c_j^\dagger\}=\delta_{ij}$. In Lean, `c` and `cd` are two families in an algebra `A` over the reals, which may be an algebra of complex operators. Here `cd i` stands for $c_i^\dagger$, but only the three relations are assumed, not that it is the adjoint.

```lean
/-- The canonical anticommutation relations for annihilators `c i` and creators `cd i`. -/
structure IsCAR {ι A : Type*} [DecidableEq ι] [Ring A] [Algebra ℝ A] (c cd : ι → A) : Prop where
  ann : ∀ i j, c i * c j + c j * c i = 0
  cre : ∀ i j, cd i * cd j + cd j * cd i = 0
  mixed : ∀ i j, c i * cd j + cd j * c i = kron i j • (1 : A)
```

The first two relations trade places when $c$ and $c^\dagger$ do. The third becomes $\{c_i^\dagger,c_j\}=\delta_{ji}$, which is the same relation because the delta is symmetric.

```lean
variable {ι A : Type*} [DecidableEq ι] [Ring A] [Algebra ℝ A] {c cd : ι → A}

/-- Exchanging creators and annihilators preserves the anticommutation relations. -/
theorem IsCAR.exchange (h : IsCAR c cd) : IsCAR cd c where
  ann := h.cre
  cre := h.ann
  mixed i j := by
    have hk : kron j i = kron i j := by simp [kron, eq_comm]
    rw [add_comm, h.mixed j i, hk]
```

## Normal ordering the exchanged quartic term

The exchanged Hamiltonian contains $c_ic_jc_k^\dagger c_l^\dagger$. Applying $c_ac_b^\dagger=\delta_{ab}-c_b^\dagger c_a$ first to the middle pair gives

$$c_ic_jc_k^\dagger c_l^\dagger=\delta_{jk}\,c_ic_l^\dagger-(c_ic_k^\dagger)(c_jc_l^\dagger).$$

The same rule in each remaining pair gives

$$\delta_{jk}(\delta_{il}-c_l^\dagger c_i)-(\delta_{ik}-c_k^\dagger c_i)(\delta_{jl}-c_l^\dagger c_j).$$

Multiplying out leaves $-c_k^\dagger c_ic_l^\dagger c_j=-\delta_{il}c_k^\dagger c_j+c_k^\dagger c_l^\dagger c_ic_j$ as the last product. Hence

$$\begin{aligned}c_ic_jc_k^\dagger c_l^\dagger={}&c_k^\dagger c_l^\dagger c_ic_j+\delta_{jk}\delta_{il}-\delta_{ik}\delta_{jl}\\&-\delta_{jk}c_l^\dagger c_i+\delta_{ik}c_l^\dagger c_j+\delta_{jl}c_k^\dagger c_i-\delta_{il}c_k^\dagger c_j .\end{aligned}$$

The `calc` chain takes these steps in this order; `m` is the rule for one pair, and `module` collects terms.

```lean
/-- Normal ordering of two annihilators followed by two creators: a quartic term, four one-body
terms and a constant. -/
theorem normal_order (h : IsCAR c cd) (i j k l : ι) :
    c i * c j * cd k * cd l = cd k * cd l * c i * c j
      + (kron j k * kron i l - kron i k * kron j l) • (1 : A)
      - kron j k • (cd l * c i) + kron i k • (cd l * c j)
      + kron j l • (cd k * c i) - kron i l • (cd k * c j) := by
  have m : ∀ a b, c a * cd b = kron a b • (1 : A) - cd b * c a :=
    fun a b => eq_sub_of_add_eq (h.mixed a b)
  calc c i * c j * cd k * cd l = c i * (c j * cd k) * cd l := by simp only [mul_assoc]
    _ = kron j k • (c i * cd l) - (c i * cd k) * (c j * cd l) := by
        rw [m j k]
        simp only [mul_sub, sub_mul, mul_smul_comm, smul_mul_assoc, mul_one, mul_assoc]
    _ = kron j k • (kron i l • (1 : A) - cd l * c i)
          - (kron i k • (1 : A) - cd k * c i) * (kron j l • (1 : A) - cd l * c j) := by
        rw [m i l, m i k, m j l]
    _ = kron j k • (kron i l • (1 : A) - cd l * c i)
          - ((kron i k * kron j l) • (1 : A) - kron i k • (cd l * c j)
            - kron j l • (cd k * c i) + cd k * (c i * cd l) * c j) := by
        simp only [mul_sub, sub_mul, mul_smul_comm, smul_mul_assoc, mul_one, one_mul, mul_assoc]
        module
    _ = _ := by
        rw [m i l]
        simp only [mul_sub, sub_mul, mul_smul_comm, smul_mul_assoc, mul_one, mul_assoc]
        module
```

## The Hamiltonian, the number and the filled-level potential

The quartic form takes its two operator families as arguments, so $H$ is `interaction V cd c` and the exchanged Hamiltonian is `interaction V c cd`. The coefficients $V$ stay fixed.

```lean
variable [Fintype ι]

/-- The two-body form `(1/2) ∑ V_ijkl a_i a_j b_k b_l`; the Hamiltonian is `interaction V cd c`,
and its particle-hole exchanged form is `interaction V c cd`. -/
def interaction (V : ι → ι → ι → ι → ℝ) (a b : ι → A) : A :=
  (1 / 2 : ℝ) • ∑ i, ∑ j, ∑ k, ∑ l, V i j k l • (a i * a j * b k * b l)
```

Likewise $N=\sum_ic_i^\dagger c_i$ is `number cd c`.

```lean
/-- The form `∑ a_i b_i`; the particle number is `number cd c`. -/
def number (a b : ι → A) : A := ∑ i, a i * b i
```

An electron in the completely filled level feels the direct minus the exchange potential,

$$W_{il}=\sum_j(V_{ijjl}-V_{ijlj}).$$

```lean
/-- The direct minus exchange potential of the completely filled level,
`W_il = ∑_j (V_ijjl - V_ijlj)`. -/
def filledField (V : ι → ι → ι → ι → ℝ) (i l : ι) : ℝ := ∑ j, (V i j j l - V i j l j)
```

## Summing against the interaction

Each delta removes one sum: $\sum_l\delta_{il}G_l=G_i$.

```lean
/-- Summing over an orbital contracted by a Kronecker delta selects one term. -/
lemma sum_kron (i : ι) (G : ι → A) : ∑ l, kron i l • G l = G i := by
  simp [kron, ite_smul]
```

If the contracted index belongs to the outer of two sums, the inner sum remains.

```lean
/-- In a double sum, a Kronecker delta on the outer orbital leaves the inner sum. -/
lemma sum_sum_kron (j : ι) (G : ι → ι → A) :
    ∑ k, ∑ l, kron j k • G k l = ∑ l, G j l := by
  rw [Finset.sum_comm]
  exact Finset.sum_congr rfl fun l _ => sum_kron j fun k => G k l
```

The quartic term also needs the pairs $(i,j)$ and $(k,l)$ to be summed in either order.

```lean
omit [DecidableEq ι] [Algebra ℝ A] in
/-- The sums over the first and the second pair of orbitals can be interchanged. -/
lemma sum_pairs_comm (F : ι → ι → ι → ι → A) :
    ∑ i, ∑ j, ∑ k, ∑ l, F i j k l = ∑ k, ∑ l, ∑ i, ∑ j, F i j k l :=
  calc _ = ∑ i, ∑ k, ∑ j, ∑ l, F i j k l := Finset.sum_congr rfl fun _ _ => Finset.sum_comm
    _ = ∑ k, ∑ i, ∑ j, ∑ l, F i j k l := Finset.sum_comm
    _ = ∑ k, ∑ i, ∑ l, ∑ j, F i j k l :=
        Finset.sum_congr rfl fun _ _ => Finset.sum_congr rfl fun _ _ => Finset.sum_comm
    _ = _ := Finset.sum_congr rfl fun _ _ => Finset.sum_comm
```

Two symmetries now enter. Pair symmetry, $V_{ijkl}=V_{jilk}$, says that relabelling the two electrons changes nothing. Together with it, $V_{ijkl}=V_{klij}$ expresses hermiticity for real $V$.

After renaming indices, the quartic term has coefficient $V_{klij}=V_{ijkl}$ and is $H$ again. The constants give $\tfrac12\sum_{ij}(V_{ijji}-V_{ijij})=\tfrac12\sum_iW_{ii}$. The one-body terms are

$$\tfrac12\Big[-\sum_{ijl}V_{ijjl}c_l^\dagger c_i+\sum_{ijl}V_{ijil}c_l^\dagger c_j+\sum_{ijk}V_{ijkj}c_k^\dagger c_i-\sum_{ijk}V_{ijki}c_k^\dagger c_j\Big].$$

Swapping the names $i$ and $j$ and using pair symmetry makes the second sum equal to the third and the fourth equal to the first. The total is $-\sum_{il}W_{il}c_l^\dagger c_i$.

In the proof, `hQ` restores the quartic term, `hB2` and `hB4` merge the one-body sums, and `hW` and `hK` recognise $W$ in what remains.

```lean
/-- For a real interaction with `V_ijkl = V_jilk = V_klij`, particle-hole exchange adds to the
Hamiltonian a constant and a one-body term, both given by the potential of the filled level. -/
theorem exchange_general (h : IsCAR c cd) {V : ι → ι → ι → ι → ℝ}
    (hs : ∀ i j k l, V i j k l = V j i l k) (hh : ∀ i j k l, V i j k l = V k l i j) :
    interaction V c cd = interaction V cd c + (1 / 2 * ∑ i, filledField V i i) • (1 : A)
      - ∑ i, ∑ l, filledField V i l • (cd l * c i) := by
  -- normal order every term
  have t : ∀ i j k l, V i j k l • (c i * c j * cd k * cd l)
      = V i j k l • (cd k * cd l * c i * c j)
        + kron j k • kron i l • V i j k l • (1 : A) - kron i k • kron j l • V i j k l • (1 : A)
        - kron j k • V i j k l • (cd l * c i) + kron i k • V i j k l • (cd l * c j)
        + kron j l • V i j k l • (cd k * c i) - kron i l • V i j k l • (cd k * c j) := by
    intro i j k l
    rw [normal_order h]
    module

  -- hermiticity restores the quartic term
  have hQ : ∑ i, ∑ j, ∑ k, ∑ l, V i j k l • (cd k * cd l * c i * c j)
      = ∑ i, ∑ j, ∑ k, ∑ l, V i j k l • (cd i * cd j * c k * c l) := by
    rw [sum_pairs_comm]
    exact Finset.sum_congr rfl fun k _ => Finset.sum_congr rfl fun l _ =>
      Finset.sum_congr rfl fun i _ => Finset.sum_congr rfl fun j _ => by rw [hh i j k l]
  -- pair symmetry identifies the one-body terms two by two
  have hB2 : ∑ i, ∑ j, ∑ l, V i j i l • (cd l * c j)
      = ∑ i, ∑ j, ∑ l, V i j l j • (cd l * c i) :=
    Finset.sum_comm.trans (Finset.sum_congr rfl fun y _ => Finset.sum_congr rfl fun x _ =>
      Finset.sum_congr rfl fun l _ => by rw [hs x y x l])
  have hB4 : ∑ i, ∑ j, ∑ l, V i j l i • (cd l * c j)
      = ∑ i, ∑ j, ∑ l, V i j j l • (cd l * c i) :=
    Finset.sum_comm.trans (Finset.sum_congr rfl fun y _ => Finset.sum_congr rfl fun x _ =>
      Finset.sum_congr rfl fun l _ => by rw [hs x y l x])
  have hW : ∑ i, ∑ l, filledField V i l • (cd l * c i)
      = ∑ i, ∑ j, ∑ l, V i j j l • (cd l * c i) - ∑ i, ∑ j, ∑ l, V i j l j • (cd l * c i) :=
    calc _ = ∑ i, ∑ j, ∑ l, (V i j j l - V i j l j) • (cd l * c i) :=
          Finset.sum_congr rfl fun i _ => by
            simp only [filledField, Finset.sum_smul]
            exact Finset.sum_comm
      _ = _ := by simp only [sub_smul, Finset.sum_sub_distrib]
  have hK : (∑ i, filledField V i i) • (1 : A)
      = ∑ i, ∑ j, V i j j i • (1 : A) - ∑ i, ∑ j, V i j i j • (1 : A) := by
    simp only [filledField, Finset.sum_smul, sub_smul, Finset.sum_sub_distrib]
  -- carry out the contracted sums and collect
  unfold interaction
  simp only [t, Finset.sum_add_distrib, Finset.sum_sub_distrib, sum_kron, sum_sum_kron]
  rw [hB2, hB4, hQ, hW, mul_smul, hK]
  module
```

## A uniform potential leaves only the particle number

Let $W_{il}=u\,\delta_{il}$. The constant $u$ is the interaction energy of one electron with all the others in the full level. Then $\tfrac12\sum_iW_{ii}=uM/2$ and $\sum_{il}W_{il}c_l^\dagger c_i=uN$, so the exchanged Hamiltonian is

$$H+u\left(\frac M2-N\right).$$

In Lean, $M$ is `Fintype.card ι` and the uniformity of $W$ is the hypothesis `hu`.

```lean
/-- If the potential of the filled level is `u` times the identity, and `V_ijkl = V_jilk = V_klij`,
particle-hole exchange turns `H` into `H + u (M/2 - N)`, with `M` the number of orbitals. -/
theorem particle_hole_exchange (h : IsCAR c cd) {V : ι → ι → ι → ι → ℝ} {u : ℝ}
    (hs : ∀ i j k l, V i j k l = V j i l k) (hh : ∀ i j k l, V i j k l = V k l i j)
    (hu : ∀ i l, filledField V i l = u * kron i l) :
    interaction V c cd = interaction V cd c
      + u • (((Fintype.card ι : ℝ) / 2) • (1 : A) - number cd c) := by
  have h1 : ∑ i, filledField V i i = Fintype.card ι * u := by simp [hu, kron]
  have h2 : ∑ i, ∑ l, filledField V i l • (cd l * c i) = u • number cd c := by
    simp only [hu, mul_comm u, mul_smul, sum_kron, number, Finset.smul_sum]
  rw [exchange_general h hs hh, h1, h2]
  module
```

The number operator becomes the number of holes: $\sum_ic_ic_i^\dagger=\sum_i(1-c_i^\dagger c_i)=M-N$.

```lean
/-- Particle-hole exchange turns the particle number `N` into the number of holes `M - N`. -/
theorem number_exchange (h : IsCAR c cd) :
    number c cd = (Fintype.card ι : ℝ) • (1 : A) - number cd c := by
  have hk : ∀ i : ι, kron i i = 1 := fun i => by simp [kron]
  unfold number
  rw [eq_sub_iff_add_eq, ← Finset.sum_add_distrib]
  simp only [h.mixed, hk, one_smul, Finset.sum_const, Finset.card_univ]
  exact (Nat.cast_smul_eq_nsmul ℝ _ _).symm
```

To pass from operators to spectra one adds an invertible map on Fock space that carries each $c_i$ to $c_i^\dagger$ and back, an ingredient taken here from the usual theory and not from the Lean code. A state with $n$ electrons and energy $E$ then has a partner with $M-n$ electrons and energy $E+u(M/2-n)$.

## Uniformity from momentum conservation on a torus

On a torus the orbitals are labelled by momenta in a finite abelian group. Suppose $V_{ijkl}=0$ unless $i+j=k+l$, and that shifting all four labels by the same $g$ leaves $V$ unchanged. Both $V_{ijjl}$ and $V_{ijlj}$ then vanish unless $i=l$. For $i=l$, writing $j=j'+i$ and shifting every label back by $i$ gives $W_{ii}=W_{00}$. Thus $u=W_{00}$, and uniformity is derived in this case. Tori whose matrix elements are complex need a version of the identity for complex $V$.

```lean
/-- For orbitals labelled by a finite abelian group, as in a Landau level on a torus, momentum
conservation and translation invariance make the potential of the filled level uniform. -/
theorem filledField_uniform {G : Type*} [AddCommGroup G] [Fintype G] [DecidableEq G]
    {V : G → G → G → G → ℝ} (hmom : ∀ i j k l, i + j ≠ k + l → V i j k l = 0)
    (htr : ∀ g i j k l, V (i + g) (j + g) (k + g) (l + g) = V i j k l) (i l : G) :
    filledField V i l = filledField V 0 0 * kron i l := by
  by_cases hil : i = l
  · subst hil
    have hk : kron i i = 1 := by simp [kron]
    rw [hk, mul_one]
    unfold filledField
    refine (Fintype.sum_equiv (Equiv.addRight i) _ _ fun j => ?_).symm
    have a := htr i 0 j j 0
    have b := htr i 0 j 0 j
    rw [zero_add] at a b
    simp only [Equiv.coe_addRight]
    rw [a, b]
  · have hk : kron i l = 0 := by simp [kron, hil]
    rw [hk, mul_zero]
    refine Finset.sum_eq_zero fun j _ => ?_
    rw [hmom i j j l fun e => hil (add_right_cancel (e.trans (add_comm j l))),
      hmom i j l j fun e => hil (add_right_cancel e), sub_zero]
```

## Two orbitals worked through

Order the occupation states as $|00\rangle,|01\rangle,|10\rangle,|11\rangle$. The operator $c_0$ empties the first orbital; $c_1$ empties the second, with a minus sign if the first is occupied.

```lean
/-- Annihilators of two fermionic modes as real matrices on the four occupation states. -/
def modes : Fin 2 → Matrix (Fin 4) (Fin 4) ℝ :=
  ![!![0, 0, 1, 0; 0, 0, 0, 1; 0, 0, 0, 0; 0, 0, 0, 0],
    !![0, 1, 0, 0; 0, 0, 0, 0; 0, 0, 0, -1; 0, 0, 0, 0]]
```

The matrices are real, so their transposes are the creators. The relations are checked entry by entry, except that the one for creators is the transpose of the one for annihilators.

```lean
set_option maxHeartbeats 400000 in
/-- The matrices `modes` and their transposes satisfy the anticommutation relations. -/
theorem modes_witness : IsCAR modes (fun i => (modes i)ᵀ) := by
  have ha : ∀ i j, modes i * modes j + modes j * modes i = 0 := by
    intro i j
    fin_cases i <;> fin_cases j <;> ext a b <;> fin_cases a <;> fin_cases b <;>
      simp [modes]
  refine ⟨ha, fun i j => ?_, fun i j => ?_⟩
  · -- the creator relation is the transpose of the annihilator relation
    simpa only [Matrix.transpose_add, Matrix.transpose_mul, Matrix.transpose_zero] using
      congrArg Matrix.transpose (ha j i)
  · ext a b
    simp only [Matrix.add_apply, Matrix.mul_apply, Matrix.transpose_apply, Matrix.smul_apply,
      Matrix.one_apply, Fin.sum_univ_four]
    fin_cases i <;> fin_cases j <;> fin_cases a <;> fin_cases b <;> simp [modes, kron]
```

Let the electrons repel with unit strength when both orbitals are filled: $V_{0110}=V_{1001}=1$, all other elements zero.

```lean
/-- Unit density repulsion between two distinct orbitals. -/
def repulsion (i j k l : Fin 2) : ℝ := if i = l ∧ j = k ∧ i ≠ j then 1 else 0
```

Then $W_{00}=V_{0110}-V_{0101}=1$, likewise $W_{11}=1$, and the off-diagonal elements vanish, so $u=1$. The Hamiltonian is $H=n_0n_1=\mathrm{diag}(0,0,0,1)$, with $n_i=c_i^\dagger c_i$. Exchange gives $(1-n_0)(1-n_1)=\mathrm{diag}(1,0,0,0)$. With $M=2$ and $N=\mathrm{diag}(0,1,1,2)$, the formula gives

$$H+1-N=\mathrm{diag}(0+1-0,\;0+1-1,\;0+1-1,\;1+1-2)=\mathrm{diag}(1,0,0,0).$$

The symmetries of $V$ and the value of $u$ are confirmed by running through all indices.

```lean
/-- The interaction `repulsion` has both index symmetries and a uniform filled-level potential
with `u = 1`. -/
theorem repulsion_witness : (∀ i j k l, repulsion i j k l = repulsion j i l k) ∧
    (∀ i j k l, repulsion i j k l = repulsion k l i j) ∧
    ∀ i l, filledField repulsion i l = 1 * kron i l := by
  refine ⟨?_, ?_, ?_⟩
  iterate 2
    · intro i j k l
      fin_cases i <;> fin_cases j <;> fin_cases k <;> fin_cases l <;> simp [repulsion]
  · intro i l
    fin_cases i <;> fin_cases l <;> simp [filledField, repulsion, kron, Fin.sum_univ_two]

end

end ParticleHoleLandauLevel
```

```lean
#print axioms ParticleHoleLandauLevel.IsCAR.exchange
#print axioms ParticleHoleLandauLevel.particle_hole_exchange
#print axioms ParticleHoleLandauLevel.number_exchange
#print axioms ParticleHoleLandauLevel.filledField_uniform
```

```
'ParticleHoleLandauLevel.IsCAR.exchange' depends on axioms: [propext, Classical.choice, Quot.sound]
'ParticleHoleLandauLevel.particle_hole_exchange' depends on axioms: [propext, Classical.choice, Quot.sound]
'ParticleHoleLandauLevel.number_exchange' depends on axioms: [propext, Classical.choice, Quot.sound]
'ParticleHoleLandauLevel.filledField_uniform' depends on axioms: [propext, Classical.choice, Quot.sound]
```
